# At fixed density, hard walls raise the lowest mean k² of free spinless electrons in one dimension above the bulk value, by an amount of order 1/N

Put two spinless electrons in a hard-wall box of length L = 2/ρ, where ρ is their density. Level n = 1, 2, 3, … has wave number k = πn/L. The electrons cannot share level 1, so the lowest choice is {1, 2}, with 1² + 2² = 5 and mean

(π²/L²) · 5/2 = (5/8) π²ρ².

Moving the upper electron from level 2 to level 3 raises the sum of squares from 5 to 10. No other choice of two distinct levels costs less. The bulk value is π²ρ²/3, so even the lowest choice lies above it, by (7/24) π²ρ².

For N electrons, the filled levels 1, …, N are likewise the unique minimum, and their excess over the bulk can be written exactly. Multiplied by ħ²/(2m_e), with m_e the electron mass, the mean of k² is the kinetic energy per electron. For non-interacting spinless electrons in one dimension, the result therefore gives the finite-size error of a hard-wall cluster calculation at fixed density.

## Levels, configurations and the bulk value

```lean
import Mathlib

open Real

namespace HardWallElectrons

noncomputable section
```

`waveNumber L n` is πn/L, and `boxOrbital L n` is the unnormalised orbital; the normalised one is √(2/L) sin(πnx/L).

```lean
/-- The wave number `π n / L` of level `n` in a hard-wall box of length `L ≠ 0`. -/
def waveNumber (L : ℝ) (n : ℕ) : ℝ := π * n / L

/-- The unnormalised orbital `sin (π n x / L)` of level `n` in a box of length `L ≠ 0`. -/
def boxOrbital (L : ℝ) (n : ℕ) (x : ℝ) : ℝ := sin (waveNumber L n * x)
```

A configuration is a finite set `s` of level numbers, and `meanSqWave L s` averages k² over it.

```lean
/-- The mean squared wave number of spinless electrons that occupy the nonempty set `s` of
levels, one electron per level, in a box of length `L ≠ 0`. -/
def meanSqWave (L : ℝ) (s : Finset ℕ) : ℝ :=
  (∑ n ∈ s, waveNumber L n ^ 2) / s.card
```

The levels are spaced by π/L, so N of them reach up to πN/L = πρ. The bulk value is defined separately, as the average of k² over a sea filled uniformly from 0 to πρ.

```lean
/-- The bulk mean squared wave number at density `ρ > 0`: the average of `k ^ 2` over a
Fermi sea filled uniformly from `0` to `π ρ`. -/
def bulkMeanSq (ρ : ℝ) : ℝ := (∫ k in (0 : ℝ)..(π * ρ), k ^ 2) / (π * ρ)
```

## Positive level numbers: an electron needs a nonzero orbital

The condition n ≥ 1 excludes sin(0) = 0, which is no state at all. For n ≥ 1 and L > 0, the orbital ψ(x) = sin(kx) vanishes at x = 0 and at x = L, where its argument is πn. It equals 1 at x = L/(2n), where its argument is π/2. Differentiating twice gives

ψ′ = k cos(kx), ψ″ = −k²ψ.

`boxOrbital_spec` proves these properties, with the two derivatives as `HasDerivAt` statements. It does not show that the box has no other eigenfunctions; that the levels are exactly these is part of the model.

```lean
/-- For `L > 0` and `n ≥ 1` the box orbital vanishes at both walls, takes the value one at
`L / (2 n)`, and satisfies `ψ'' = -k ^ 2 ψ` with `k = π n / L`. -/
theorem boxOrbital_spec (L : ℝ) (hL : 0 < L) (n : ℕ) (hn : 0 < n) :
    boxOrbital L n 0 = 0 ∧ boxOrbital L n L = 0 ∧ boxOrbital L n (L / (2 * n)) = 1 ∧
    ∀ x, HasDerivAt (boxOrbital L n) (waveNumber L n * cos (waveNumber L n * x)) x ∧
      HasDerivAt (fun y => waveNumber L n * cos (waveNumber L n * y))
        (-(waveNumber L n ^ 2) * boxOrbital L n x) x := by
  have hn' : (0 : ℝ) < n := by exact_mod_cast hn
  refine ⟨by simp [boxOrbital], ?_, ?_, fun x => ?_⟩
  · unfold boxOrbital waveNumber
    rw [div_mul_cancel₀ _ hL.ne', mul_comm]
    exact Real.sin_nat_mul_pi n
  · have h : waveNumber L n * (L / (2 * n)) = π / 2 := by
      unfold waveNumber
      field_simp
    unfold boxOrbital
    rw [h, Real.sin_pi_div_two]
  · have h0 : HasDerivAt (fun y : ℝ => waveNumber L n * y) (waveNumber L n) x := by
      simpa using (hasDerivAt_id' x).const_mul (waveNumber L n)
    exact ⟨h0.sin.congr_deriv (by ring),
      (h0.cos.const_mul (waveNumber L n)).congr_deriv (by unfold boxOrbital; ring)⟩
```

If level 0 were allowed, the set {0, 1} would give two electrons the mean π²ρ²/8, below the minimum 5π²ρ²/8.

## Distinct levels, one for each electron

The Pauli principle for spinless electrons is built into the type: a `Finset` cannot contain a level twice. The hypothesis `hcard` says that the number of occupied levels is N.

Write F = {1, …, N} and S(s) for the sum of n² over s. Let m be the number of levels in s outside F. Since s and F both have N elements, F has m holes, that is, levels missing from s. The common levels cancel:

S(s) − S(F) = (sum of n² over promoted levels) − (sum of n² over holes).

A promoted level is positive and outside F, so it is at least N + 1. A hole is at most N. Hence

S(s) − S(F) ≥ m(N + 1)² − mN² = m(2N + 1).

In the proof, `hA` and `hB` are the bounds on promoted levels and holes, and `hpos` enters through `hA`. The equality of the two counts is `hc`, which uses `hcard`. The final `nlinarith` combines them with the splittings `s1` and `s2`.

```lean
/-- If `N` electrons occupy distinct positive levels, each electron outside the levels
`1, ..., N` raises the sum of `n ^ 2` by at least `2 N + 1` above its value for `1, ..., N`. -/
theorem sum_sq_gap (N : ℕ) (s : Finset ℕ) (hcard : s.card = N) (hpos : ∀ n ∈ s, 0 < n) :
    ∑ n ∈ Finset.Icc 1 N, n ^ 2 + (2 * N + 1) * (s \ Finset.Icc 1 N).card
      ≤ ∑ n ∈ s, n ^ 2 := by
  -- promoted electrons lie at level N + 1 or higher
  have hA := Finset.card_nsmul_le_sum (s \ Finset.Icc 1 N) (fun n => n ^ 2) ((N + 1) ^ 2) (by
    intro n hn
    rw [Finset.mem_sdiff, Finset.mem_Icc] at hn
    have h1 := hpos n hn.1
    have h2 : N + 1 ≤ n := by
      have h3 := hn.2
      omega
    exact Nat.pow_le_pow_left h2 2)
  -- holes lie at level N or lower
  have hB := Finset.sum_le_card_nsmul (Finset.Icc 1 N \ s) (fun n => n ^ 2) (N ^ 2) (by
    intro n hn
    rw [Finset.mem_sdiff, Finset.mem_Icc] at hn
    exact Nat.pow_le_pow_left hn.1.2 2)
  -- there are as many holes as promoted electrons
  have c1 := Finset.card_sdiff_add_card_inter s (Finset.Icc 1 N)
  have c2 := Finset.card_sdiff_add_card_inter (Finset.Icc 1 N) s
  have s1 := Finset.sum_inter_add_sum_sdiff s (Finset.Icc 1 N) (fun n => n ^ 2)
  have s2 := Finset.sum_inter_add_sum_sdiff (Finset.Icc 1 N) s (fun n => n ^ 2)
  rw [Finset.inter_comm, Nat.card_Icc] at c2
  rw [Finset.inter_comm] at s2
  have hc : (Finset.Icc 1 N \ s).card = (s \ Finset.Icc 1 N).card := by omega
  rw [hc] at hB
  simp only [smul_eq_mul] at hA hB
  nlinarith
```

With both electrons in level 1 of the two-electron box, the mean would be π²ρ²/4, which is even below the bulk value. A single electron in level 1 of that same box gives the same number, so the bound can also fail if the count does not match N.

## Length N/ρ: comparison at fixed density

The minimum needs S(F) in closed form:

S(F) = N(N + 1)(2N + 1)/6.

This holds for N = 0, and adding (N + 1)² gives (N + 1)(N + 2)(2N + 3)/6, the same formula for N + 1. `sum_sq_filled` is this induction.

```lean
/-- The squares of the levels `1, ..., N` add up to `N (N + 1) (2 N + 1) / 6`. -/
theorem sum_sq_filled (N : ℕ) :
    ∑ n ∈ Finset.Icc 1 N, (n : ℝ) ^ 2 = N * (N + 1) * (2 * N + 1) / 6 := by
  induction N with
  | zero => simp
  | succ N ih =>
    rw [Finset.sum_Icc_succ_top (by omega), ih]
    push_cast
    ring
```

Setting L = N/ρ turns each k² into π²ρ²n²/N². Dividing the sum by N gives

mean k² = (π²ρ²/N³) S(s).

`meanSqWave_eq` states this with `s.card` in place of N.

```lean
/-- When the box length is the electron number divided by `ρ`, the mean squared wave number
is `π ^ 2 ρ ^ 2 / N ^ 3` times the sum of the squared level numbers. -/
theorem meanSqWave_eq (ρ : ℝ) (s : Finset ℕ) :
    meanSqWave (s.card / ρ) s
      = π ^ 2 * ρ ^ 2 / (s.card : ℝ) ^ 3 * ∑ n ∈ s, (n : ℝ) ^ 2 := by
  have h : ∀ n : ℕ, waveNumber (s.card / ρ) n ^ 2
      = π ^ 2 * ρ ^ 2 / (s.card : ℝ) ^ 2 * (n : ℝ) ^ 2 := by
    intro n
    unfold waveNumber
    rw [div_div_eq_mul_div]
    ring
  unfold meanSqWave
  rw [Finset.sum_congr rfl (fun n _ => h n), ← Finset.mul_sum]
  ring
```

If the length were free, the bound would fail: in a box of length 4/ρ, the levels {1, 2} have mean 5π²ρ²/32.

## At least one electron and a positive density

Inserting S(s) ≥ S(F) gives

mean k² ≥ (π²ρ²/N³) · N(N + 1)(2N + 1)/6 = (π²ρ²/3)(1 + 3/(2N) + 1/(2N²)).

If equality holds, the positive prefactor cancels and S(s) = S(F). Then m(2N + 1) ≤ 0, so m = 0 and s lies inside F. Having equally many elements, the two sets coincide.

In `meanSqWave_lower_bound`, `hN` and `hρ` make the prefactor positive (`hc`), and `hG` is the rewriting of the bound. The steps `hz` and `hsub` give m = 0 and the inclusion.

```lean
/-- For `N ≥ 1` spinless electrons in distinct positive levels of a hard-wall box of length
`N / ρ`, `ρ > 0`, the mean squared wave number is at least
`(π ^ 2 ρ ^ 2 / 3) (1 + 3 / (2 N) + 1 / (2 N ^ 2))`, with equality exactly when the occupied
levels are `1, ..., N`. -/
theorem meanSqWave_lower_bound (N : ℕ) (hN : 1 ≤ N) (ρ : ℝ) (hρ : 0 < ρ)
    (s : Finset ℕ) (hcard : s.card = N) (hpos : ∀ n ∈ s, 0 < n) :
    π ^ 2 * ρ ^ 2 / 3 * (1 + 3 / (2 * N) + 1 / (2 * (N : ℝ) ^ 2)) ≤ meanSqWave (N / ρ) s ∧
    (meanSqWave (N / ρ) s = π ^ 2 * ρ ^ 2 / 3 * (1 + 3 / (2 * N) + 1 / (2 * (N : ℝ) ^ 2))
      ↔ s = Finset.Icc 1 N) := by
  have hN' : (0 : ℝ) < N := by exact_mod_cast hN
  have hc : 0 < π ^ 2 * ρ ^ 2 / (N : ℝ) ^ 3 := by positivity
  have hgap : ∑ n ∈ Finset.Icc 1 N, (n : ℝ) ^ 2
      + (2 * N + 1) * ((s \ Finset.Icc 1 N).card : ℝ) ≤ ∑ n ∈ s, (n : ℝ) ^ 2 := by
    exact_mod_cast sum_sq_gap N s hcard hpos
  rw [sum_sq_filled] at hgap
  have hM := meanSqWave_eq ρ s
  rw [hcard] at hM
  have hG : π ^ 2 * ρ ^ 2 / 3 * (1 + 3 / (2 * N) + 1 / (2 * (N : ℝ) ^ 2))
      = π ^ 2 * ρ ^ 2 / (N : ℝ) ^ 3 * (N * (N + 1) * (2 * N + 1) / 6) := by
    field_simp
    ring
  rw [hM, hG]
  refine ⟨mul_le_mul_of_nonneg_left ?_ hc.le, fun h => ?_, fun h => ?_⟩
  · have h0 : 0 ≤ (2 * (N : ℝ) + 1) * ((s \ Finset.Icc 1 N).card : ℝ) := by positivity
    linarith
  · -- equality leaves no room for a promoted electron
    have hS := mul_left_cancel₀ hc.ne' h
    have hz : (s \ Finset.Icc 1 N).card = 0 := by
      by_contra hne
      have h1 : (0 : ℝ) < ((s \ Finset.Icc 1 N).card : ℝ) := by
        exact_mod_cast Nat.pos_of_ne_zero hne
      have h2 : 0 < (2 * (N : ℝ) + 1) * ((s \ Finset.Icc 1 N).card : ℝ) := by positivity
      linarith
    have hsub : s ⊆ Finset.Icc 1 N :=
      Finset.sdiff_eq_empty_iff_subset.mp (Finset.card_eq_zero.mp hz)
    exact Finset.eq_of_subset_of_card_le hsub (by rw [Nat.card_Icc, hcard]; omega)
  · rw [h, sum_sq_filled]
```

Without electrons there is no mean to bound; Lean's convention x/0 = 0 would turn the inequality into the false π²ρ²/3 ≤ 0. For the density, the algebra needs only ρ ≠ 0, since ρ enters squared; the positive sign makes L a length.

For N = 10 the filled levels have S(F) = 385, so the mean is 0.385 π²ρ², which is 15.5% above the bulk. Promoting the top electron to level 11 gives 406 and 0.406 π²ρ².

## Filled levels against a uniform Fermi sea

The bulk average is

(1/(πρ)) · (πρ)³/3 = π²ρ²/3.

Subtracting it from the minimum leaves

π²ρ²/(2N) + π²ρ²/(6N²).

Both terms are positive, and the first dominates for large N, so doubling the cluster roughly halves the error. In `wall_error`, `hm` takes the mean from the equality case of the bound, `hb` evaluates the integral, and `he` subtracts. The same N ≥ 1 and ρ > 0 make the excess positive.

```lean
/-- For `N ≥ 1` electrons in the levels `1, ..., N` at density `ρ > 0`, the mean squared wave
number exceeds the bulk value, and the excess is
`π ^ 2 ρ ^ 2 / (2 N) + π ^ 2 ρ ^ 2 / (6 N ^ 2)`. -/
theorem wall_error (N : ℕ) (hN : 1 ≤ N) (ρ : ℝ) (hρ : 0 < ρ) :
    0 < meanSqWave (N / ρ) (Finset.Icc 1 N) - bulkMeanSq ρ ∧
    meanSqWave (N / ρ) (Finset.Icc 1 N) - bulkMeanSq ρ
      = π ^ 2 * ρ ^ 2 / (2 * N) + π ^ 2 * ρ ^ 2 / (6 * (N : ℝ) ^ 2) := by
  have hN' : (0 : ℝ) < N := by exact_mod_cast hN
  have hm := (meanSqWave_lower_bound N hN ρ hρ (Finset.Icc 1 N) (by simp)
    (fun n hn => (Finset.mem_Icc.mp hn).1)).2.mpr rfl
  -- the Fermi-sea average of k ^ 2
  have hb : bulkMeanSq ρ = π ^ 2 * ρ ^ 2 / 3 := by
    have hi : ∫ k in (0 : ℝ)..(π * ρ), k ^ 2 = (π * ρ) ^ 3 / 3 := by
      rw [integral_pow]
      norm_num
    have hne : π * ρ ≠ 0 := by positivity
    unfold bulkMeanSq
    rw [hi, div_eq_iff hne]
    ring
  have he : meanSqWave (N / ρ) (Finset.Icc 1 N) - bulkMeanSq ρ
      = π ^ 2 * ρ ^ 2 / (2 * N) + π ^ 2 * ρ ^ 2 / (6 * (N : ℝ) ^ 2) := by
    rw [hm, hb]
    ring
  exact ⟨by rw [he]; positivity, he⟩

end

end HardWallElectrons
```

The formula is for the levels 1, …, N; any other allowed configuration has a larger excess, by the strictness of the bound.

```lean
#print axioms HardWallElectrons.boxOrbital_spec
#print axioms HardWallElectrons.meanSqWave_lower_bound
#print axioms HardWallElectrons.wall_error
```

```
'HardWallElectrons.boxOrbital_spec' depends on axioms: [propext, Classical.choice, Quot.sound]
'HardWallElectrons.meanSqWave_lower_bound' depends on axioms: [propext, Classical.choice, Quot.sound]
'HardWallElectrons.wall_error' depends on axioms: [propext, Classical.choice, Quot.sound]
```
